# Symmetrising and projecting a collision matrix gives the Frobenius-nearest symmetric matrix that conserves a given mode

Take three modes, with collisions that should conserve the first, \(u=(1,0,0)^T\). A computed collision matrix \(L\) has numerical errors, so I symmetrise it and project out \(u\):

\[
L=\begin{pmatrix}L_{11}&L_{12}&L_{13}\\L_{21}&L_{22}&L_{23}\\L_{31}&L_{32}&L_{33}\end{pmatrix}
\;\longrightarrow\;
C=\begin{pmatrix}0&0&0\\0&L_{22}&m\\0&m&L_{33}\end{pmatrix},\qquad m=\tfrac12(L_{23}+L_{32}).
\]

Here \(C\) is clearly the closest symmetric matrix with \(Cu=0\): the first row and column must vanish, and the mean \(m\) minimises \((L_{23}-t)^2+(L_{32}-t)^2\) over \(t\). Does this hold for any number of modes and any unit vector \(u\), and are the resulting transport coefficients Onsager-symmetric? I would like a full proof, checked in Lean.

## Yes: the discarded part is orthogonal to every admissible change

Let \(P=I-uu^T\) with \(u\cdot u=1\), \(S=(L+L^T)/2\) and \(C=PSP\). Both \(P\) and \(S\) are symmetric, so \(C^T=C\). Since \(Pu=u-u(u\cdot u)=0\), we have \(Cu=0\), and transposing gives \(u^TC=0\).

Call \(M\) admissible if \(M^T=M\) and \(Mu=0\), and set \(D=C-M\). Then \(D\) is symmetric and \(Du=0\), so \(DP=D-(Du)u^T=D\), and by transposition \(PD=D\). Cyclicity of the trace gives

\[
\operatorname{tr}(CD)=\operatorname{tr}(PSPD)=\operatorname{tr}(PSD)=\operatorname{tr}(SDP)=\operatorname{tr}(SD).
\]

Also \(\operatorname{tr}(LD)=\operatorname{tr}(DL^T)=\operatorname{tr}(L^TD)\), so \(\operatorname{tr}(SD)=\operatorname{tr}(L^TD)\). Hence \(\operatorname{tr}((L-C)^TD)=0\). With \(|A|^2=\operatorname{tr}(A^TA)=\sum_{ij}A_{ij}^2\), expanding \(L-M=(L-C)+D\) gives

\[
|L-M|^2=|L-C|^2+|C-M|^2 .
\]

So no admissible \(M\) is closer than \(C\). If one is equally close, \(|C-M|^2=0\), every entry of \(C-M\) vanishes, and \(M=C\).

Let \(a,b\) be driving terms with \(Cf=a\) and \(Cg=b\). Up to constant factors, the transport coefficients that link them are \(b\cdot f\), the response of the flux belonging to \(b\) when \(a\) drives, and \(a\cdot g\), the reverse. They are equal:

\[
b\cdot f=(Cg)\cdot f=g\cdot(Cf)=a\cdot g .
\]

Although \(C\) is singular, \(b\cdot f\) is the same for every solution \(f\), because \(a\cdot g\) does not involve \(f\).

Finally, put \(y=Px\). Then \(x\cdot Cx=y\cdot Sy=y\cdot Ly\), since \(y\cdot L^Ty=y\cdot Ly\). If \(L\) is dissipative, meaning \(x\cdot Lx\ge0\) for all \(x\), so is \(C\).

## The Lean file

```lean
import Mathlib

open Matrix

namespace CollisionMatrixCorrection

noncomputable section

variable {n : Type*} [Fintype n] [DecidableEq n]

/-- The matrix `P = 1 - u uᵀ`, which removes the mode `u` when `u` is a unit vector. -/
def proj (u : n → ℝ) : Matrix n n ℝ := 1 - vecMulVec u u

/-- The symmetric part `S = (L + Lᵀ)/2` of a collision matrix. -/
def symPart (L : Matrix n n ℝ) : Matrix n n ℝ := (1 / 2 : ℝ) • (L + Lᵀ)

/-- The corrected collision matrix `P S P`. -/
def corrected (L : Matrix n n ℝ) (u : n → ℝ) : Matrix n n ℝ :=
  proj u * symPart L * proj u

/-- The squared Frobenius norm, the sum of the squares of all entries. -/
def frobSq (A : Matrix n n ℝ) : ℝ := ∑ i, ∑ j, A i j ^ 2

omit [Fintype n] in
/-- The matrix `P` is symmetric. -/
theorem proj_transpose (u : n → ℝ) : (proj u)ᵀ = proj u := by
  have h : (vecMulVec u u)ᵀ = vecMulVec u u := by
    ext i j
    simp only [transpose_apply, vecMulVec_apply]
    ring
  rw [proj, transpose_sub, transpose_one, h]

/-- A matrix that annihilates `u` is unchanged by multiplication with `P` from the right. -/
theorem mul_proj {M : Matrix n n ℝ} {u : n → ℝ} (hM : M *ᵥ u = 0) :
    M * proj u = M := by
  have h : M * vecMulVec u u = 0 := by
    ext i j
    have hi : ∑ k, M i k * u k = 0 := congrFun hM i
    simp only [mul_apply, vecMulVec_apply, ← mul_assoc]
    rw [← Finset.sum_mul, hi, zero_mul]
    rfl
  rw [proj, Matrix.mul_sub, Matrix.mul_one, h, sub_zero]

/-- The corrected matrix `P S P` is symmetric. -/
theorem corrected_transpose (L : Matrix n n ℝ) (u : n → ℝ) :
    (corrected L u)ᵀ = corrected L u := by
  have hS : (symPart L)ᵀ = symPart L := by
    rw [symPart, transpose_smul, transpose_add, transpose_transpose, add_comm]
  rw [corrected, transpose_mul, transpose_mul, proj_transpose, hS, Matrix.mul_assoc]

/-- For a unit vector `u`, the corrected matrix is symmetric and annihilates `u`
from both sides. -/
theorem corrected_conserves (L : Matrix n n ℝ) {u : n → ℝ} (hu : u ⬝ᵥ u = 1) :
    (corrected L u)ᵀ = corrected L u ∧ corrected L u *ᵥ u = 0 ∧
      u ᵥ* corrected L u = 0 := by
  have hC := corrected_transpose L u
  -- the projector removes the unit vector
  have hP : proj u *ᵥ u = 0 := by
    have h : vecMulVec u u *ᵥ u = u := by
      ext i
      have h1 : ∑ k, u k * u k = 1 := hu
      simp only [mulVec, dotProduct, vecMulVec_apply, mul_assoc]
      rw [← Finset.mul_sum, h1, mul_one]
    rw [proj, sub_mulVec, one_mulVec, h, sub_self]
  have hR : corrected L u *ᵥ u = 0 := by
    rw [corrected, ← mulVec_mulVec, hP, mulVec_zero]
  refine ⟨hC, hR, ?_⟩
  rw [← mulVec_transpose, hC, hR]

/-- The residual `L - P S P` is Frobenius-orthogonal to every symmetric matrix that
annihilates `u`, for a unit vector `u`. -/
theorem residual_orthogonal (L : Matrix n n ℝ) {u : n → ℝ} (hu : u ⬝ᵥ u = 1)
    {D : Matrix n n ℝ} (hD : Dᵀ = D) (hDu : D *ᵥ u = 0) :
    trace ((L - corrected L u)ᵀ * D) = 0 := by
  have hr : D * proj u = D := mul_proj hDu
  have hl : proj u * D = D := by
    have h := congrArg transpose hr
    rwa [transpose_mul, proj_transpose, hD] at h
  -- cyclicity of the trace removes both projectors
  have h1 : trace (corrected L u * D) = trace (symPart L * D) := by
    rw [corrected, Matrix.mul_assoc, hl, Matrix.mul_assoc, trace_mul_comm,
      Matrix.mul_assoc, hr]
  -- a symmetric matrix does not distinguish `L` from its transpose
  have h2 : trace (L * D) = trace (Lᵀ * D) := by
    rw [← trace_transpose (L * D), transpose_mul, hD, trace_mul_comm]
  have h3 : trace (symPart L * D) = (1 / 2) * (trace (L * D) + trace (Lᵀ * D)) := by
    rw [symPart, Matrix.smul_mul, Matrix.add_mul, trace_smul, trace_add, smul_eq_mul]
  rw [transpose_sub, (corrected_conserves L hu).1, Matrix.sub_mul, trace_sub, h1, h3, h2]
  ring

/-- Pythagorean identity: for a unit vector `u` and a symmetric `M` with `M u = 0`, the squared
distance from `L` to `M` is that from `L` to `P S P` plus that from `P S P` to `M`. -/
theorem frobSq_pythagoras (L : Matrix n n ℝ) {u : n → ℝ} (hu : u ⬝ᵥ u = 1)
    {M : Matrix n n ℝ} (hM : Mᵀ = M) (hMu : M *ᵥ u = 0) :
    frobSq (L - M) = frobSq (L - corrected L u) + frobSq (corrected L u - M) := by
  obtain ⟨hC, hCu, -⟩ := corrected_conserves L hu
  have key : ∀ A : Matrix n n ℝ, frobSq A = trace (Aᵀ * A) := by
    intro A
    simp only [frobSq, trace, diag_apply, mul_apply, transpose_apply]
    rw [Finset.sum_comm]
    exact Finset.sum_congr rfl fun j _ => Finset.sum_congr rfl fun i _ => sq _
  have h0 := residual_orthogonal L hu (D := corrected L u - M)
    (by rw [transpose_sub, hC, hM]) (by rw [sub_mulVec, hCu, hMu, sub_zero])
  have hs : L - M = (L - corrected L u) + (corrected L u - M) := by abel
  rw [hs]
  generalize L - corrected L u = E at h0 ⊢
  generalize corrected L u - M = D at h0 ⊢
  have h0' : trace (Dᵀ * E) = 0 := by
    rw [← trace_transpose, transpose_mul, transpose_transpose, h0]
  rw [key, key, key, transpose_add, Matrix.add_mul, Matrix.mul_add, Matrix.mul_add,
    trace_add, trace_add, trace_add, h0, h0']
  ring

/-- For a unit vector `u`, the matrix `P S P` is symmetric, annihilates `u`, and is the unique
Frobenius-nearest matrix to `L` among all symmetric matrices that annihilate `u`. -/
theorem corrected_unique_nearest (L : Matrix n n ℝ) {u : n → ℝ} (hu : u ⬝ᵥ u = 1) :
    ((corrected L u)ᵀ = corrected L u ∧ corrected L u *ᵥ u = 0) ∧
      ∀ M : Matrix n n ℝ, Mᵀ = M → M *ᵥ u = 0 →
        frobSq (L - corrected L u) ≤ frobSq (L - M) ∧
          (frobSq (L - M) = frobSq (L - corrected L u) → M = corrected L u) := by
  obtain ⟨hC, hCu, -⟩ := corrected_conserves L hu
  refine ⟨⟨hC, hCu⟩, fun M hM hMu => ?_⟩
  have hp := frobSq_pythagoras L hu hM hMu
  have hrow : ∀ i ∈ Finset.univ, 0 ≤ ∑ j, (corrected L u - M) i j ^ 2 :=
    fun i _ => Finset.sum_nonneg fun j _ => sq_nonneg _
  have hn : 0 ≤ frobSq (corrected L u - M) := Finset.sum_nonneg hrow
  refine ⟨by linarith, fun he => ?_⟩
  -- equal distances force every entry of the difference to vanish
  have hz : ∑ i, ∑ j, (corrected L u - M) i j ^ 2 = 0 := by
    change frobSq (corrected L u - M) = 0
    linarith
  ext i j
  have hi := (Finset.sum_eq_zero_iff_of_nonneg hrow).1 hz i (Finset.mem_univ i)
  have hj := (Finset.sum_eq_zero_iff_of_nonneg
    (fun j _ => sq_nonneg ((corrected L u - M) i j))).1 hi j (Finset.mem_univ j)
  have hij : corrected L u i j - M i j = 0 := pow_eq_zero_iff (two_ne_zero) |>.1 hj
  linarith

/-- A real matrix is symmetric exactly when `(M g)·f = (M f)·g` for all `f` and `g`. -/
theorem symmetric_iff_reciprocal (M : Matrix n n ℝ) :
    Mᵀ = M ↔ ∀ f g : n → ℝ, (M *ᵥ g) ⬝ᵥ f = (M *ᵥ f) ⬝ᵥ g := by
  constructor
  · intro h f g
    rw [dotProduct_comm, Matrix.dotProduct_mulVec, ← mulVec_transpose, h]
  · intro h
    ext i j
    have hij := h (Pi.single j 1) (Pi.single i 1)
    simpa using hij

/-- Onsager symmetry: if `f` and `g` solve the corrected transport equations with driving
terms `a` and `b`, then `b·f = a·g`. -/
theorem onsager_symmetry (L : Matrix n n ℝ) {u f g a b : n → ℝ}
    (hf : corrected L u *ᵥ f = a) (hg : corrected L u *ᵥ g = b) :
    b ⬝ᵥ f = a ⬝ᵥ g := by
  rw [← hf, ← hg]
  exact (symmetric_iff_reciprocal _).1 (corrected_transpose L u) f g

/-- If `x·(L x)` is non-negative for every `x`, then the same holds for the corrected
matrix `P S P`. -/
theorem corrected_dissipative (L : Matrix n n ℝ) (u : n → ℝ)
    (hL : ∀ x : n → ℝ, 0 ≤ x ⬝ᵥ (L *ᵥ x)) (x : n → ℝ) :
    0 ≤ x ⬝ᵥ (corrected L u *ᵥ x) := by
  -- move the left projector onto `x`
  have h1 : x ⬝ᵥ (corrected L u *ᵥ x) =
      (proj u *ᵥ x) ⬝ᵥ (symPart L *ᵥ (proj u *ᵥ x)) := by
    rw [corrected, ← mulVec_mulVec, ← mulVec_mulVec, Matrix.dotProduct_mulVec,
      ← mulVec_transpose, proj_transpose]
  rw [h1]
  generalize proj u *ᵥ x = y
  -- the antisymmetric part of `L` does not contribute
  have h2 : y ⬝ᵥ (Lᵀ *ᵥ y) = y ⬝ᵥ (L *ᵥ y) := by
    rw [mulVec_transpose, dotProduct_comm, ← Matrix.dotProduct_mulVec]
  have h3 : y ⬝ᵥ (symPart L *ᵥ y) = y ⬝ᵥ (L *ᵥ y) := by
    rw [symPart, smul_mulVec, add_mulVec, dotProduct_smul, dotProduct_add, h2, smul_eq_mul]
    ring
  rw [h3]
  exact hL y

end

end CollisionMatrixCorrection
```

```lean
#print axioms CollisionMatrixCorrection.corrected_unique_nearest
#print axioms CollisionMatrixCorrection.onsager_symmetry
#print axioms CollisionMatrixCorrection.corrected_dissipative
```

```
'CollisionMatrixCorrection.corrected_unique_nearest' depends on axioms: [propext, Classical.choice, Quot.sound]
'CollisionMatrixCorrection.onsager_symmetry' depends on axioms: [propext, Classical.choice, Quot.sound]
'CollisionMatrixCorrection.corrected_dissipative' depends on axioms: [propext, Classical.choice, Quot.sound]
```

## What the theorems say about collisions

The finite type `n` labels the modes, `L` is the linearised collision matrix, and `u` is the conserved mode, normalised by `u ⬝ᵥ u = 1`. The matrices \(P\), \(S\), \(C\) are `proj u`, `symPart L`, `corrected L u`; `frobSq` is the squared norm \(|\cdot|^2\), so `frobSq (L - M)` is the squared distance from `L` to `M`.

`corrected_unique_nearest` says that \(C\) is admissible, that no admissible `M` is closer to `L`, and that equal distance forces `M = corrected L u`. `onsager_symmetry` takes the solutions `f` and `g` as given; it does not show that they exist. It needs no normalisation of `u`, and neither does `corrected_dissipative`.

The symmetry of \(C\) is imposed. It stands for microscopic reversibility, from which Onsager's relations are physically derived; the theorem covers only the step from a symmetric matrix to reciprocal responses. The repair is therefore meant for variables scaled so that the exact collision matrix is symmetric; where no scaling achieves this, symmetrising removes real physics. All entries count equally in the distance, and conservation is imposed for one mode only; other conservation laws are not guaranteed.

In first-principles Boltzmann transport, the result supports this repair for a finite, linearised collision matrix with one conservation law; it does not bound the error of the computed \(L\).

## From projector identities to uniqueness

`proj_transpose` and `mul_proj` supply \(P^T=P\) and \(MP=M\), and `corrected_transpose` and `corrected_conserves` give the properties of \(C\). In `residual_orthogonal`, `h1` is the cyclicity step, `h2` the transposition step, and `h3` expands \(S\).

`frobSq_pythagoras` writes the squared norm as a trace (`key`) and expands the square; `h0` and `h0'` remove the two cross terms. For uniqueness, `Finset.sum_eq_zero_iff_of_nonneg` is applied first to the rows and then to the entries of a vanishing sum of squares.

`symmetric_iff_reciprocal` moves the matrix across the dot product, and proves the converse by inserting basis vectors, `Pi.single j 1` and `Pi.single i 1`. `onsager_symmetry` applies the forward direction to \(C\). In `corrected_dissipative`, `h1` moves the left projector onto \(x\), and `h2` and `h3` replace \(S\) by \(L\).
